# Which non-zero products of structure factors are unchanged by every permissible origin shift in P2₁

An origin shift is modelled here as a real vector s in fractional coordinates. It is called permissible when s − Rs is a lattice vector, R being the rotation part of the 2₁ screw operation along b. This definition uses only the rotation, so part (a) tests it against the full screw operation. The later parts find the permissible shifts and work out what they do to structure factors. Only translations of the origin are considered, not changes of axes or of hand.

## Positions, reflections and the screw operation

A position is a real triple x = (x₀, x₁, x₂) along a, b and c, and a reflection is an integer triple h = (h₀, h₁, h₂), the usual hkl. Indices start at 0, as they do in Lean, where the two types are `Fin 3 → ℝ` and `Fin 3 → ℤ`.

```lean
import Mathlib

open Matrix

namespace ScrewAxisSeminvariants

noncomputable section
```

The rotation is R = diag(−1, 1, −1).

```lean
/-- The twofold rotation about the b axis, diag(-1, 1, -1), in fractional coordinates. -/
def twofold : Matrix (Fin 3) (Fin 3) ℝ := Matrix.diagonal ![-1, 1, -1]
```

With t = (0, 1/2, 0), the screw operation is S(x) = Rx + t. It acts on real triples that are not reduced to one unit cell.

```lean
/-- The 2₁ screw operation of P2₁: the twofold rotation followed by half a translation along b. -/
def screw (x : Fin 3 → ℝ) : Fin 3 → ℝ := twofold *ᵥ x + ![0, 1 / 2, 0]
```

The lattice is ℤ³, which means that the cell is primitive, as the P in P2₁ says.

```lean
/-- A vector is a lattice vector if its three fractional coordinates are integers. -/
def IsLattice (v : Fin 3 → ℝ) : Prop := ∃ n : Fin 3 → ℤ, ∀ i, v i = n i
```

Permissibility is then a condition on s alone.

```lean
/-- An origin shift `s` is permissible if `s - R s` is a lattice vector, `R` being the twofold
rotation. -/
def Permissible (s : Fin 3 → ℝ) : Prop := IsLattice (s - twofold *ᵥ s)
```

The product h·s = h₀s₀ + h₁s₁ + h₂s₂ needs no cell lengths or angles, because h refers to the reciprocal basis.

```lean
/-- The product `h · s` of a reflection index with a position. -/
def dot (h : Fin 3 → ℤ) (s : Fin 3 → ℝ) : ℝ := h 0 * s 0 + h 1 * s 1 + h 2 * s 2
```

Write E(h, s) = exp(2πi h·s) for the phase factor. The sign in the exponent is positive.

```lean
/-- The phase factor `exp(2πi h · s)`. -/
def phase (h : Fin 3 → ℤ) (s : Fin 3 → ℝ) : ℂ :=
  Complex.exp (2 * Real.pi * Complex.I * (dot h s : ℝ))
```

The structure factor is F(h) = Σⱼ fⱼ E(h, xⱼ), summed over a finite set of atoms labelled by `α`. Each fⱼ is a complex constant, the same for every reflection, so the fall-off of scattering with angle is left out. The atoms need not come in screw-related pairs: the symmetry enters only through the choice of permissible shifts.

```lean
/-- The structure factor of atoms with scattering factors `f j` at positions `x j`. -/
def structureFactor {α : Type*} [Fintype α] (f : α → ℂ) (x : α → Fin 3 → ℝ)
    (h : Fin 3 → ℤ) : ℂ := ∑ j, f j * phase h (x j)
```

## (a) The screw operation seen from a new origin

A point with coordinates x relative to the new origin s has old coordinates x + s. Show that s is permissible exactly when the screw operation has the same form from both origins, up to lattice vectors:

S(x + s) − s − S(x) ∈ ℤ³ for every x.

**Solution.** Insert the definition of S:

S(x + s) − s − S(x) = Rx + Rs + t − s − Rx − t = −(s − Rs).

Both x and t have cancelled. Since ℤ³ contains the negative of each of its vectors, the left side is a lattice vector for every x exactly when s − Rs is one.

In the proof, `key` is this identity. The forward direction negates the integer vector supplied by permissibility, and the backward direction uses the hypothesis at the single point x = 0.

```lean
/-- A shift is permissible exactly when the screw operation, seen from the new origin `s`,
agrees with the old one up to lattice vectors. -/
theorem permissible_iff_screw (s : Fin 3 → ℝ) :
    Permissible s ↔ ∀ x, IsLattice (screw (x + s) - s - screw x) := by
  have key : ∀ x, screw (x + s) - s - screw x = -(s - twofold *ᵥ s) := by
    intro x
    simp only [screw, Matrix.mulVec_add]
    abel
  constructor
  · rintro ⟨n, hn⟩ x
    refine ⟨-n, fun i => ?_⟩
    rw [key, Pi.neg_apply, hn i]
    simp
  · intro h
    obtain ⟨n, hn⟩ := h 0
    refine ⟨-n, fun i => ?_⟩
    have hi := hn i
    rw [key, Pi.neg_apply] at hi
    rw [Pi.neg_apply, Int.cast_neg]
    linarith
```

## (b) The change of a shift under the rotation

Compute the vector that decides permissibility:

s − Rs = (2s₀, 0, 2s₂).

**Solution.** The rotation gives Rs = (−s₀, s₁, −s₂). Subtracting this from s doubles the components along a and c and removes the one along b. Lean checks the three components separately, after `fin_cases` has split the index.

```lean
/-- A shift minus its image under the twofold rotation is `(2 s₀, 0, 2 s₂)`. -/
theorem sub_twofold (s : Fin 3 → ℝ) : s - twofold *ᵥ s = ![2 * s 0, 0, 2 * s 2] := by
  ext i
  fin_cases i <;> simp [twofold, Matrix.mulVec_diagonal] <;> ring
```

## (c) The list of permissible shifts

Show that s is permissible exactly when there are integers a and c and a real number y with

s = (a/2, y, c/2).

**Solution.** By (b), s is permissible exactly when 2s₀ and 2s₂ are integers, the middle component being 0 in any case. Call these integers a and c. Then s₀ = a/2 and s₂ = c/2, while s₁ = y is unrestricted. Conversely, a shift of this form has s − Rs = (a, 0, c), which is a lattice vector. The free y expresses that the screw axis singles out no height along b.

The proof follows the same route. From the integer vector `n` it takes a = `n 0`, c = `n 2` and y = `s 1`; in the other direction it supplies the lattice vector (a, 0, c).

```lean
/-- The permissible shifts are `(a/2, y, c/2)` with integers `a`, `c` and any real `y`. -/
theorem permissible_iff (s : Fin 3 → ℝ) :
    Permissible s ↔ ∃ (a c : ℤ) (y : ℝ), s = ![(a : ℝ) / 2, y, (c : ℝ) / 2] := by
  unfold Permissible IsLattice
  rw [sub_twofold]
  constructor
  · rintro ⟨n, hn⟩
    have h0 : 2 * s 0 = n 0 := hn 0
    have h2 : 2 * s 2 = n 2 := hn 2
    refine ⟨n 0, n 2, s 1, ?_⟩
    ext i
    fin_cases i
    · show s 0 = (n 0 : ℝ) / 2
      linarith
    · rfl
    · show s 2 = (n 2 : ℝ) / 2
      linarith
  · rintro ⟨a, c, y, rfl⟩
    refine ⟨![a, 0, c], fun i => ?_⟩
    fin_cases i
    · show 2 * ((a : ℝ) / 2) = (a : ℝ)
      ring
    · show (0 : ℝ) = ((0 : ℤ) : ℝ)
      simp
    · show 2 * ((c : ℝ) / 2) = (c : ℝ)
      ring
```

## (d) When a phase factor equals 1

Show, for any reflection h and any real s, that

E(h, s) = 1 ⇔ h·s ∈ ℤ.

**Solution.** The exponential of a complex number z is 1 exactly when z = 2πi n for some integer n. Here z = 2πi h·s, and cancelling the non-zero factor 2πi leaves h·s = n.

The first step is Mathlib's `Complex.exp_eq_one_iff`, and the cancellation is `mul_left_cancel₀`. The resulting equation between complex numbers is then carried back to the reals by `exact_mod_cast`.

```lean
/-- The phase factor is 1 exactly when `h · s` is an integer. -/
theorem phase_eq_one_iff (h : Fin 3 → ℤ) (s : Fin 3 → ℝ) :
    phase h s = 1 ↔ ∃ n : ℤ, dot h s = n := by
  unfold phase
  rw [Complex.exp_eq_one_iff]
  constructor
  · rintro ⟨n, hn⟩
    have hc : ((dot h s : ℝ) : ℂ) = (n : ℂ) :=
      mul_left_cancel₀ Complex.two_pi_I_ne_zero (by rw [hn]; ring)
    exact ⟨n, by exact_mod_cast hc⟩
  · rintro ⟨n, hn⟩
    exact ⟨n, by rw [hn]; push_cast; ring⟩
```

## (e) Reflections blind to every permissible shift

Show that the following two statements are equivalent:

E(h, s) = 1 for every permissible s

h₀ even, h₁ = 0, h₂ even.

**Solution.** By (c) and (d), the first statement says that

h₀a/2 + h₁y + h₂c/2 ∈ ℤ

for all integers a, c and all real y. Three test shifts give the conditions on h.

- The shift (1/2, 0, 0) makes h₀/2 an integer, so h₀ is even.
- If h₁ were not zero, the shift (0, 1/(2h₁), 0) would give h·s = 1/2, which is not an integer. Hence h₁ = 0.
- The shift (0, 0, 1/2) makes h₂/2 an integer, so h₂ is even.

Conversely, let h₀ = 2m, h₁ = 0 and h₂ = 2k. Then h·s = ma + kc, which is an integer for every permissible shift.

In Lean, `test` is the displayed integrality condition, and it is applied to the three shifts in the order above. For the middle one, `omega` rejects the equation 1 = 2n between integers. `Even` means being of the form n + n, which is why the proof writes h₀ in that way.

```lean
/-- The phase factor of a reflection is 1 for every permissible shift exactly when its first and
third indices are even and its second index is zero. -/
theorem seminvariant_iff (h : Fin 3 → ℤ) :
    (∀ s, Permissible s → phase h s = 1) ↔ Even (h 0) ∧ h 1 = 0 ∧ Even (h 2) := by
  constructor
  · intro H
    have test : ∀ (a c : ℤ) (y : ℝ), ∃ n : ℤ,
        (h 0 : ℝ) * ((a : ℝ) / 2) + (h 1 : ℝ) * y + (h 2 : ℝ) * ((c : ℝ) / 2) = n :=
      fun a c y => (phase_eq_one_iff h _).1 (H _ ((permissible_iff _).2 ⟨a, c, y, rfl⟩))
    refine ⟨?_, ?_, ?_⟩
    · -- half a translation along a
      obtain ⟨n, hn⟩ := test 1 0 0
      push_cast at hn
      have e : (h 0 : ℝ) = n + n := by linarith
      exact ⟨n, by exact_mod_cast e⟩
    · -- a shift along b that would turn the phase by half a period
      by_contra h1
      have h1' : (h 1 : ℝ) ≠ 0 := by exact_mod_cast h1
      obtain ⟨n, hn⟩ := test 0 0 (1 / (2 * (h 1 : ℝ)))
      have e : (h 1 : ℝ) * (1 / (2 * (h 1 : ℝ))) = 1 / 2 := by field_simp
      rw [e] at hn
      push_cast at hn
      have e2 : (1 : ℝ) = 2 * n := by linarith
      have e3 : (1 : ℤ) = 2 * n := by exact_mod_cast e2
      omega
    · -- half a translation along c
      obtain ⟨n, hn⟩ := test 0 1 0
      push_cast at hn
      have e : (h 2 : ℝ) = n + n := by linarith
      exact ⟨n, by exact_mod_cast e⟩
  · rintro ⟨⟨m, hm⟩, h1, ⟨k, hk⟩⟩ s hs
    obtain ⟨a, c, y, rfl⟩ := (permissible_iff s).1 hs
    refine (phase_eq_one_iff h _).2 ⟨m * a + k * c, ?_⟩
    show (h 0 : ℝ) * ((a : ℝ) / 2) + (h 1 : ℝ) * y + (h 2 : ℝ) * ((c : ℝ) / 2) = _
    rw [hm, h1, hk]
    push_cast
    ring
```

## (f) A structure factor after a shift

Moving the origin to s replaces each xⱼ by xⱼ − s. Let F′(h) be the structure factor computed from the new coordinates. Show that

F′(h) E(h, s) = F(h).

**Solution.** Since h·(xⱼ − s) + h·s = h·xⱼ, the phase factors satisfy

E(h, xⱼ − s) E(h, s) = E(h, xⱼ).

Multiply by fⱼ and sum over j. The identity holds for every real s, permissible or not. Since |E(h, s)| = 1, a shift can alter the phase of F(h) but never its modulus.

Lean moves E(h, s) inside the sum with `Finset.sum_mul`, compares the sums term by term, and merges the two exponentials with `Complex.exp_add`.

```lean
/-- The structure factor computed after moving the origin to `s`, times the phase factor `exp(2πi h
· s)`, is the original structure factor. -/
theorem structureFactor_shift {α : Type*} [Fintype α] (f : α → ℂ) (x : α → Fin 3 → ℝ)
    (h : Fin 3 → ℤ) (s : Fin 3 → ℝ) :
    structureFactor f (fun j => x j - s) h * phase h s = structureFactor f x h := by
  unfold structureFactor
  rw [Finset.sum_mul]
  refine Finset.sum_congr rfl fun j _ => ?_
  rw [mul_assoc]
  congr 1
  simp only [phase, ← Complex.exp_add]
  congr 1
  simp only [dot, Pi.sub_apply]
  push_cast
  ring
```

## (g) The phase factor of a summed index

Let K be a finite set of labels, with a reflection hₖ for each k in K. Show that

E(Σₖ hₖ, s) = ∏ₖ E(hₖ, s).

**Solution.** The product h·s is additive in h, so (Σₖ hₖ)·s = Σₖ hₖ·s, and the exponential turns this sum into a product. For an empty K both sides are 1.

The Lean proof is an induction on K that adds one label at a time. Different labels may carry the same reflection, so powers of a structure factor are included.

```lean
/-- The phase factor of a sum of reflection indices is the product of their phase factors. -/
theorem phase_sum {ι : Type*} (K : Finset ι) (h : ι → Fin 3 → ℤ) (s : Fin 3 → ℝ) :
    phase (∑ k ∈ K, h k) s = ∏ k ∈ K, phase (h k) s := by
  classical
  induction K using Finset.induction_on with
  | empty => simp [phase, dot]
  | insert a K ha ih =>
    rw [Finset.sum_insert ha, Finset.prod_insert ha, ← ih]
    simp only [phase, ← Complex.exp_add]
    congr 1
    simp only [dot, Pi.add_apply]
    push_cast
    ring
```

## (h) Products of structure factors

Let P = ∏ₖ F(hₖ), let P′ = ∏ₖ F′(hₖ) be the same product after a shift to s, and let H = Σₖ hₖ. Assume P ≠ 0. Show that the following two statements are equivalent:

P′ = P for every permissible s

H₀ even, H₁ = 0, H₂ even.

**Solution.** Multiply the identities from (f) over all k and collect the phase factors with (g):

P′ E(H, s) = P.

If P′ = P, then P E(H, s) = P, and dividing by P gives E(H, s) = 1. Conversely, if E(H, s) = 1, the identity reads P′ = P. So P is unchanged by every permissible shift exactly when E(H, s) = 1 for all of them, and (e) turns this into the conditions on H.

The hypothesis `hF` states P ≠ 0, which means that none of the reflections involved has a vanishing structure factor, whether by symmetry or by accident. It is used only for the division. A product with a vanishing factor stays zero under every shift, whatever H is, and so reveals nothing about H.

The proof first rewrites the parity conditions back into the statement about phase factors, using `seminvariant_iff`. Its `key` is the identity P′ E(H, s) = P, and `mul_left_cancel₀ hF` performs the division.

The result bears on comparing two electronic-structure calculations of one crystal that use the same axes but have origins differing by a permissible shift. Such a calculation gives a continuous, periodic electron density ρ, and its structure factors are, up to a constant factor, the integrals of ρ(x) E(h, x) over one cell. Moving the origin to s replaces ρ(x) by ρ(x + s), and a change of variable shows that the identity in (f) holds for these integrals too. The rest of the argument uses nothing else about F, so products that pass the test on H can be compared directly, without first aligning the origins. The Lean theorem itself covers only the finite sum over atoms.

```lean
/-- A non-zero product of structure factors is unchanged by every permissible origin shift exactly
when the sum of its reflection indices has the form (even, 0, even). -/
theorem product_invariant_iff {α ι : Type*} [Fintype α] (f : α → ℂ) (x : α → Fin 3 → ℝ)
    (K : Finset ι) (h : ι → Fin 3 → ℤ) (hF : ∏ k ∈ K, structureFactor f x (h k) ≠ 0) :
    (∀ s, Permissible s → ∏ k ∈ K, structureFactor f (fun j => x j - s) (h k)
        = ∏ k ∈ K, structureFactor f x (h k)) ↔
      Even ((∑ k ∈ K, h k) 0) ∧ (∑ k ∈ K, h k) 1 = 0 ∧ Even ((∑ k ∈ K, h k) 2) := by
  rw [← seminvariant_iff]
  -- the shifted product times the phase factor of the summed index is the original product
  have key : ∀ s, (∏ k ∈ K, structureFactor f (fun j => x j - s) (h k))
      * phase (∑ k ∈ K, h k) s = ∏ k ∈ K, structureFactor f x (h k) := by
    intro s
    rw [phase_sum, ← Finset.prod_mul_distrib]
    exact Finset.prod_congr rfl fun k _ => structureFactor_shift f x (h k) s
  constructor
  · intro H s hs
    have e := key s
    rw [H s hs] at e
    exact mul_left_cancel₀ hF (by rw [e, mul_one])
  · intro H s hs
    have e := key s
    rwa [H s hs, mul_one] at e

end

end ScrewAxisSeminvariants
```

```lean
#print axioms ScrewAxisSeminvariants.permissible_iff_screw
-- 'ScrewAxisSeminvariants.permissible_iff_screw' depends on axioms: [propext, Classical.choice, Quot.sound]
#print axioms ScrewAxisSeminvariants.product_invariant_iff
-- 'ScrewAxisSeminvariants.product_invariant_iff' depends on axioms: [propext, Classical.choice, Quot.sound]
```

## A single reflection, and the group P1̄

The smallest informative case of (h) has one label in K. A non-zero F(h) then keeps its value under every permissible shift exactly when h itself has the form (even, 0, even). For example, F(2, 0, 4) is unchanged, whereas F(1, 0, 0) changes sign under the shift (1/2, 0, 0).

The same argument treats P1̄, where the inversion R = −1 takes the place of the twofold rotation. Now s − Rs = 2s, so the permissible shifts are (a/2, b/2, c/2) with a, b and c integers. Testing half a translation along each axis shows that the phase factor is 1 for all of them exactly when h₀, h₁ and h₂ are all even. No direction is free any more, so the middle index has to be even and need not vanish. The Lean file itself treats only the twofold case.
